# Shifting Site Energies Leaves the Energy-Weighted Sum of Exciton Rotational Strengths Unchanged

Dye molecules that show no circular dichroism by themselves can show it once they are held in a twisted arrangement. Their transition dipoles couple, the excitation spreads over several molecules, and the resulting exciton bands absorb left and right circularly polarised light differently. The surroundings also shift the excitation energy of each molecule, often by amounts that are poorly known. Which features of the band strengths survive such shifts?

In a model with one transition per chromophore and a common prefactor for all bands, two sums have simple answers. The rotational strengths add up to zero. Their energy-weighted sum depends on the geometry, the dipoles and the couplings, but not on the site energies. When site energies are fitted to a circular dichroism spectrum within this model, the energy-weighted sum therefore carries no information about them, and it can serve as a check on the couplings and the geometry.

## Geometry and rotational strength

Label the chromophores by a, b, …, with positions r_a and real transition dipoles μ_a in ℝ³. The labels form a finite type `n`, so the aggregate has any finite number of chromophores.

In Lean 4 with Mathlib:

```lean
import Mathlib

open Matrix

namespace ExcitonOpticalActivity

variable {n : Type*} [Fintype n] [DecidableEq n]
```

The geometry of a pair enters through the triple product

T_ab = (r_b − r_a) · (μ_a × μ_b).

It vanishes when the two dipoles and the line joining the chromophores lie in one plane. Exchanging a and b reverses both the difference and the cross product, so T_ab = T_ba. By itself T_ab does not measure the handedness of the pair: reversing the sign of one transition dipole, which is a matter of phase convention, reverses T_ab. The coupling between the two chromophores then changes sign as well, so the product of the two, which appears in the sum rule below, stays the same. In the code, `r` and `μ` assign to each label a vector of type `Fin 3 → ℝ`, `⬝ᵥ` is the scalar product and `⨯₃` the cross product.

```lean
/-- The chiral coupling matrix `T_ab = (r_b - r_a) · (μ_a × μ_b)` of chromophores at positions
`r_a` with real transition dipoles `μ_a`. -/
def chiralCoupling (r μ : n → Fin 3 → ℝ) : Matrix n n ℝ :=
  Matrix.of fun a b => (r b - r a) ⬝ᵥ (μ a ⨯₃ μ b)
```

An exciton state is a superposition of states with one excited chromophore. If v_a is the real amplitude on chromophore a, the rotational strength of the state is, up to a prefactor,

R(v) = Σ_ab v_a T_ab v_b = ⟨v, T v⟩.

The prefactor contains physical constants, the sign convention and a transition frequency. Treating it as the same for all bands means replacing the individual frequencies by a common one, which is reasonable for the individual strengths when the exciton splittings are small compared with the excitation energy. When the energy-weighted sum is compared with measured strengths, the energies should be counted from the middle of the bands. In the model the choice of zero makes no difference, because the strengths add up to zero, but a small remainder in the measured sum would otherwise be multiplied by the full excitation energy. The strength is that of an isotropic sample, and magnetic transition moments intrinsic to a single chromophore are left out.

```lean
/-- The rotational strength `⟨v, T v⟩`, up to a constant prefactor, of an exciton state with
real site amplitudes `v`. -/
def rotStrength (r μ : n → Fin 3 → ℝ) (v : n → ℝ) : ℝ :=
  v ⬝ᵥ (chiralCoupling r μ *ᵥ v)
```

## Exciton states

The exciton matrix H has the site energies on its diagonal and the couplings elsewhere. Its eigenstates c_k and energies E_k satisfy

c_k · c_l = δ_kl,  H c_k = E_k c_k,

with as many states as chromophores. The predicate `IsExcitonBasis H E c` records exactly these two conditions. The amplitude of state k on chromophore a is `c k a`. States and chromophores share the index type `n`, which fixes their number but implies no pairing between them, and the energies are in no particular order.

```lean
/-- The states `c k` are orthonormal eigenvectors of the exciton matrix `H` with
energies `E k`, one for each chromophore. -/
structure IsExcitonBasis (H : Matrix n n ℝ) (E : n → ℝ) (c : n → n → ℝ) : Prop where
  orthonormal : ∀ k l, c k ⬝ᵥ c l = if k = l then 1 else 0
  eigen : ∀ k, H *ᵥ c k = E k • c k
```

The predicate does not ask for H to be symmetric, because a real orthonormal eigenbasis already forces H = Σ_k E_k c_k c_kᵀ, which is symmetric. Conversely, the spectral theorem supplies such a basis for every real symmetric H. The sum rules below therefore apply to every real symmetric exciton matrix.

The proof takes the eigenvalues and eigenvectors from Mathlib's version of that theorem, which is stated for Hermitian matrices; for real entries this is the same as symmetry. The remaining work translates the inner product of Euclidean space into `⬝ᵥ`.

```lean
/-- Every real symmetric exciton matrix has a complete set of orthonormal exciton states. -/
theorem exists_excitonBasis {H : Matrix n n ℝ} (hs : H.IsSymm) :
    ∃ E c, IsExcitonBasis H E c := by
  have hH : H.IsHermitian := Matrix.IsHermitian.ext fun i j => by simpa using hs.apply i j
  refine ⟨hH.eigenvalues, fun k => (hH.eigenvectorBasis k).ofLp, ?_, ?_⟩
  · intro k l
    refine Eq.trans ?_ (orthonormal_iff_ite.mp hH.eigenvectorBasis.orthonormal k l)
    rw [EuclideanSpace.inner_eq_star_dotProduct, star_trivial, dotProduct_comm]
  · intro k
    exact hH.mulVec_eigenvectorBasis k
```

## The diagonal of T vanishes

For a = b the displacement is zero, and so is μ_a × μ_a. Hence

T_aa = 0.

Both sum rules rest on this: the first needs the trace of T, and the second needs to know what a diagonal change of H can do.

```lean
omit [Fintype n] [DecidableEq n] in
/-- A chromophore has no chiral coupling to itself. -/
theorem chiralCoupling_self (r μ : n → Fin 3 → ℝ) (a : n) : chiralCoupling r μ a a = 0 := by
  simp [chiralCoupling]
```

## The electric and magnetic moments behind T

Optical activity is usually written as a product of an electric and a magnetic transition moment. A transition dipole μ_b displaced to r_b acts as an oscillating current away from the origin, and so contributes a magnetic moment proportional to r_b × μ_b. The factor of proportionality is imaginary and contains the frequency; it belongs to the common prefactor.

To connect this with T, set g_ab = μ_a · (r_b × μ_b). Cyclic permutation of the triple products gives

r_b · (μ_a × μ_b) = −μ_a · (r_b × μ_b) = −g_ab,

r_a · (μ_a × μ_b) = μ_b · (r_a × μ_a) = g_ba.

Subtracting the second line from the first yields T_ab = −g_ab − g_ba. In the double sum over a and b the two terms contribute equally, since exchanging the names of the indices turns one into the other. Therefore

R(v) = −2 Σ_ab v_a v_b g_ab = −2 (Σ_a v_a μ_a) · (Σ_b v_b r_b × μ_b).

In the proof, `hT` is the splitting of T_ab, checked in Cartesian components. `hS` expands the product of the two moments into a double sum, `hR` does the same for the rotational strength, and `hc` is the exchange of indices. The identity holds for any real amplitudes, normalised or not.

```lean
omit [DecidableEq n] in
/-- The rotational strength is `-2` times the scalar product of the electric transition dipole
`∑ v_a μ_a` with the moment `∑ v_b r_b × μ_b` of the displaced dipoles. -/
theorem rotStrength_eq_electric_dot_magnetic (r μ : n → Fin 3 → ℝ) (v : n → ℝ) :
    rotStrength r μ v = -2 * ((∑ a, v a • μ a) ⬝ᵥ (∑ b, v b • (r b ⨯₃ μ b))) := by
  obtain ⟨g, hg⟩ : ∃ g : n → n → ℝ, ∀ a b, g a b = μ a ⬝ᵥ (r b ⨯₃ μ b) :=
    ⟨fun a b => μ a ⬝ᵥ (r b ⨯₃ μ b), fun _ _ => rfl⟩
  -- the triple product splits into two electric-magnetic products
  have hT : ∀ a b, chiralCoupling r μ a b = -(g a b) - g b a := by
    intro a b
    rw [hg, hg]
    simp [chiralCoupling, cross_apply, dotProduct, Fin.sum_univ_three]
    ring
  have hS : (∑ a, v a • μ a) ⬝ᵥ (∑ b, v b • (r b ⨯₃ μ b))
      = ∑ a, ∑ b, v a * v b * g a b := by
    simp only [hg, dotProduct, Fin.sum_univ_three, Finset.sum_apply, Pi.smul_apply,
      smul_eq_mul, Finset.sum_mul_sum, ← Finset.sum_add_distrib]
    exact Finset.sum_congr rfl fun a _ => Finset.sum_congr rfl fun b _ => by ring
  have hR : rotStrength r μ v
      = ∑ a, ∑ b, (-(v a * v b * g a b) - v b * v a * g b a) := by
    simp only [rotStrength, mulVec, dotProduct, Finset.mul_sum]
    refine Finset.sum_congr rfl fun a _ => Finset.sum_congr rfl fun b _ => ?_
    rw [hT]
    ring
  -- exchanging the two chromophores shows that both halves are equal
  have hc : ∑ a, ∑ b, v b * v a * g b a = ∑ a, ∑ b, v a * v b * g a b := Finset.sum_comm
  rw [hR, hS]
  simp only [Finset.sum_sub_distrib, Finset.sum_neg_distrib]
  rw [hc]
  ring
```

## Summing expectation values over all states

Let C be the square matrix whose rows are the states c_k. Orthonormality says C Cᵀ = 1. For a square matrix this implies Cᵀ C = 1, which is completeness:

Σ_k c_k(a) c_k(b) = δ_ab.

For any real matrix A, the cyclic property of the trace then gives

Σ_k c_k · A c_k = tr(C A Cᵀ) = tr(A Cᵀ C) = tr A.

In the code `Matrix.of c` is C, `h` is orthonormality and `h'` completeness. The `calc` block is the displayed chain.

```lean
/-- The expectation values of a matrix over a complete set of orthonormal states add up to
its trace. -/
theorem sum_expectation_eq_trace {c : n → n → ℝ}
    (hc : ∀ k l, c k ⬝ᵥ c l = if k = l then 1 else 0) (A : Matrix n n ℝ) :
    ∑ k, c k ⬝ᵥ (A *ᵥ c k) = trace A := by
  have h : Matrix.of c * (Matrix.of c)ᵀ = 1 := by
    ext k l
    rw [Matrix.one_apply, ← hc k l]
    rfl
  -- orthonormality of the rows gives completeness
  have h' : (Matrix.of c)ᵀ * Matrix.of c = 1 := mul_eq_one_comm.mp h
  calc ∑ k, c k ⬝ᵥ (A *ᵥ c k) = trace (Matrix.of c * (A * (Matrix.of c)ᵀ)) := rfl
    _ = trace (A * (Matrix.of c)ᵀ * Matrix.of c) := trace_mul_comm _ _
    _ = trace A := by rw [Matrix.mul_assoc, h', Matrix.mul_one]
```

## Energy moments of the rotational strengths

Applying H repeatedly to an eigenstate gives H^p c_k = E_k^p c_k, by induction on p:

H^(p+1) c_k = H^p (E_k c_k) = E_k^(p+1) c_k.

Write R_k = R(c_k). Using the previous result with A = T H^p,

tr(H^p T) = tr(T H^p) = Σ_k c_k · T H^p c_k = Σ_k E_k^p R_k.

This holds for every natural number p. The right-hand side refers to individual eigenstates, while the left-hand side needs no diagonalisation. In particular, when levels are degenerate and the states within them can be chosen in different ways, the moments do not depend on the choice.

The inner statement `hp` is the induction. The lines after it rewrite the trace as a sum of expectation values and take the factor E_k^p out of each term.

```lean
/-- The `p`-th energy moment of the rotational strengths of the exciton states
is `tr (H^p T)`. -/
theorem rotStrength_moment {H : Matrix n n ℝ} {E : n → ℝ} {c : n → n → ℝ}
    (h : IsExcitonBasis H E c) (r μ : n → Fin 3 → ℝ) (p : ℕ) :
    ∑ k, E k ^ p * rotStrength r μ (c k) = trace (H ^ p * chiralCoupling r μ) := by
  have hp : ∀ k, H ^ p *ᵥ c k = E k ^ p • c k := by
    intro k
    induction p with
    | zero => simp
    | succ p ih =>
      rw [pow_succ, ← mulVec_mulVec, h.eigen, mulVec_smul, ih, smul_smul, pow_succ, mul_comm]
  rw [trace_mul_comm, ← sum_expectation_eq_trace h.orthonormal]
  refine Finset.sum_congr rfl fun k _ => ?_
  rw [← mulVec_mulVec, hp, mulVec_smul, dotProduct_smul, smul_eq_mul]
  rfl
```

## The two sum rules

For p = 0 the moment formula gives

Σ_k R_k = tr T = Σ_a T_aa = 0.

For p = 1 it gives

Σ_k E_k R_k = tr(H T) = Σ_ab H_ab T_ba.

The terms with a = b vanish, so only the couplings between different chromophores enter.

Now shift the site energies by arbitrary real amounts δ_a, keeping positions, dipoles and couplings fixed. The new matrix is H + D, where D is diagonal with entries δ_a, and it has its own energies E′_k and states c′_k. These can differ greatly from the old ones: a large shift may localise an exciton that was spread over the whole aggregate. Nevertheless,

Σ_k E′_k R(c′_k) = tr((H + D) T) = tr(H T) + Σ_a δ_a T_aa = tr(H T).

The theorem takes two hypotheses: `h` says that `E` and `c` solve the eigenvalue problem for `H`, and `h'` says that `E'` and `c'` solve it for `H + diagonal δ`. No state of one set has to be matched with a state of the other. The conclusion has three parts: the vanishing sum, the value of the energy-weighted sum, and its equality for the two sets of site energies.

The proof uses the moment formula three times, for p = 0 and p = 1 with the original matrix and for p = 1 with the shifted one. The step `hd` shows that the shifts contribute nothing to the trace.

```lean
/-- The rotational strengths of the exciton states sum to zero, and their energy-weighted sum is
`tr (H T)`. The latter is the same for the exciton states found after shifting the site energies
by arbitrary amounts `δ`. -/
theorem exciton_sum_rules {H : Matrix n n ℝ} {E E' δ : n → ℝ} {c c' : n → n → ℝ}
    (h : IsExcitonBasis H E c) (h' : IsExcitonBasis (H + diagonal δ) E' c')
    (r μ : n → Fin 3 → ℝ) :
    ∑ k, rotStrength r μ (c k) = 0 ∧
    ∑ k, E k * rotStrength r μ (c k) = trace (H * chiralCoupling r μ) ∧
    ∑ k, E' k * rotStrength r μ (c' k) = ∑ k, E k * rotStrength r μ (c k) := by
  have h0 := rotStrength_moment h r μ 0
  have h1 := rotStrength_moment h r μ 1
  have h1' := rotStrength_moment h' r μ 1
  simp only [pow_zero, one_mul] at h0
  simp only [pow_one] at h1 h1'
  -- site energies meet only the vanishing diagonal of T
  have hd : trace (diagonal δ * chiralCoupling r μ) = 0 := by
    simp [Matrix.trace, Matrix.diagonal_mul, chiralCoupling_self]
  refine ⟨?_, h1, ?_⟩
  · rw [h0]
    simp [Matrix.trace, chiralCoupling_self]
  · rw [h1', h1, Matrix.add_mul, trace_add, hd, add_zero]
```

## Two chromophores

A dimer shows how the invariance works. Number the chromophores 0 and 1, with site energies e₀ and e₁ and coupling V. The sum rules become

R_0 + R_1 = 0,

E_0 R_0 + E_1 R_1 = 2 V T_01.

The first says that the bands have opposite rotational strengths. When these are not zero and the two energies differ, this is the familiar couplet of one positive and one negative band. Subtracting E_1 times the first equation from the second gives

(E_0 − E_1) R_0 = 2 V T_01.

If V and T_01 stay fixed while a change of site energies widens the splitting, both rotational strengths shrink in inverse proportion. When the two energies differ, the equation determines R_0, including its sign. The labels 0 and 1 on the states do not say which band lies lower.

The second moment behaves differently. The off-diagonal element of H² is (e₀ + e₁) V, and the diagonal elements again meet the zeros of T, so

Σ_k E_k² R_k = 2 (e₀ + e₁) V T_01.

When V T_01 ≠ 0 and the zero of energy is kept fixed, this changes with the sum of the site energies. The invariance found for the first moment thus does not extend to the second. The choice of zero matters here: counted from the mean of the two exciton energies, the second moment of a dimer is always zero, because both bands are equally far from the mean and their strengths cancel.

In the proof, `hs` is the symmetry T_10 = T_01, and `t1` and `t2` evaluate the two traces. The general theorem expects a shifted matrix as well, so `h'` supplies one with zero shift. The `linear_combination` step is the subtraction just described.

```lean
/-- In a dimer with site energies `e₀`, `e₁` and coupling `V` the two exciton bands have opposite
rotational strengths, and `(E₀ - E₁) R₀ = 2 V T₀₁`. The second energy moment is `2 (e₀ + e₁) V T₀₁`.
-/
theorem dimer_couplet {e₀ e₁ V : ℝ} {E : Fin 2 → ℝ} {c : Fin 2 → Fin 2 → ℝ}
    (h : IsExcitonBasis !![e₀, V; V, e₁] E c) (r μ : Fin 2 → Fin 3 → ℝ) :
    rotStrength r μ (c 1) = -rotStrength r μ (c 0) ∧
    (E 0 - E 1) * rotStrength r μ (c 0) = 2 * V * chiralCoupling r μ 0 1 ∧
    ∑ k, E k ^ 2 * rotStrength r μ (c k)
      = 2 * (e₀ + e₁) * V * chiralCoupling r μ 0 1 := by
  have hs : chiralCoupling r μ 1 0 = chiralCoupling r μ 0 1 := by
    simp [chiralCoupling, cross_apply, dotProduct, Fin.sum_univ_three]
    ring
  have t1 : trace (!![e₀, V; V, e₁] * chiralCoupling r μ)
      = 2 * V * chiralCoupling r μ 0 1 := by
    rw [trace_fin_two]
    simp [Matrix.mul_apply, Fin.sum_univ_two, chiralCoupling_self, hs]
    ring
  have t2 : trace (!![e₀, V; V, e₁] ^ 2 * chiralCoupling r μ)
      = 2 * (e₀ + e₁) * V * chiralCoupling r μ 0 1 := by
    rw [trace_fin_two, pow_two]
    simp [Matrix.mul_apply, Fin.sum_univ_two, chiralCoupling_self, hs]
    ring
  have h' : IsExcitonBasis (!![e₀, V; V, e₁] + diagonal (0 : Fin 2 → ℝ)) E c := by
    simpa using h
  obtain ⟨h0, h1, -⟩ := exciton_sum_rules h h' r μ
  rw [t1] at h1
  rw [Fin.sum_univ_two] at h0 h1
  refine ⟨by linarith, by linear_combination h1 - E 1 * h0, ?_⟩
  rw [rotStrength_moment h r μ 2, t2]

end ExcitonOpticalActivity
```

```lean
#print axioms ExcitonOpticalActivity.exists_excitonBasis
#print axioms ExcitonOpticalActivity.rotStrength_eq_electric_dot_magnetic
#print axioms ExcitonOpticalActivity.exciton_sum_rules
#print axioms ExcitonOpticalActivity.dimer_couplet
```

```
'ExcitonOpticalActivity.exists_excitonBasis' depends on axioms: [propext, Classical.choice, Quot.sound]
'ExcitonOpticalActivity.rotStrength_eq_electric_dot_magnetic' depends on axioms: [propext, Classical.choice, Quot.sound]
'ExcitonOpticalActivity.exciton_sum_rules' depends on axioms: [propext, Classical.choice, Quot.sound]
'ExcitonOpticalActivity.dimer_couplet' depends on axioms: [propext, Classical.choice, Quot.sound]
```
